# $a$ bosons of spin $b/2$ have as many states at each $M$ as $b$ bosons of spin $a/2$

Knowing only that two boson systems have equally many states, I can't say that they have the same terms: 15 states could be a single multiplet of total spin $L=7$, or $L=0,2,4$ together. Two bosons of spin 2 have 15 states, and so do four bosons of spin 1. When I sort each set by total $M$, I find $L=0,2,4$ both times. The particle numbers differ and so do the spins, so why should the counts agree at every single $M$? Is this an accident of small numbers?

## Counting the bosons above each level

It is no accident. There is a one-to-one exchange of states that preserves $M$, and it works for any $a$ bosons of spin $b/2$ and $b$ bosons of spin $a/2$.

Number the levels of a spin $b/2$ by $k=0,\dots,b$, with $m=k-b/2$. A basis state of $a$ bosons is a multiset of levels $k_1,\dots,k_a$, since only the occupations matter. Let $A_j$ be the number of bosons with $k_i>j$. The exchanged state is the multiset $\{A_0,\dots,A_{b-1}\}$. It has $b$ entries, each between $0$ and $a$, so it is a state of $b$ bosons of spin $a/2$.

In your example, take two spin-2 bosons in levels $1$ and $4$, so $M=-1+2=1$. Then $(A_0,A_1,A_2,A_3)=(2,1,1,1)$. Read as levels of four spin-1 bosons, these have $m=1,0,0,0$, and again $M=1$.

**The level sum is preserved.** A boson in level $k_i\le b$ lies above exactly the $k_i$ levels $0,\dots,k_i-1$, so

$$\sum_{j=0}^{b-1}A_j=\sum_{i=1}^{a}\#\{j<b : j<k_i\}=\sum_{i=1}^{a}k_i .$$

**No two states share an exchanged state.** Since $A_0\ge A_1\ge\cdots$, sorting the exchanged multiset in decreasing order recovers $A_0,\dots,A_{b-1}$, and $A_b=0$ always. The occupation numbers $n_k$ of the original state follow:

$$n_0=a-A_0,\qquad n_{j+1}=A_j-A_{j+1}\quad(0\le j<b).$$

So at each level sum $n$ the first system has at most as many states as the second. Swapping $a$ and $b$ gives the opposite inequality, and the counts are equal.

**From level sum to $M$.** We have

$$M=\sum_{i=1}^{a}\left(k_i-\frac b2\right)=\sum_{i=1}^{a}k_i-\frac{ab}{2}.$$

The shift $ab/2$ is the same for both systems, so the counts agree at every $M$.

**Partition functions.** The two full sets of states are finite and equally large, so the exchange, being injective, is a bijection. It preserves the level sum, hence $\sum_s q^{\sum_i k_i}$ is the same for both systems. For non-interacting bosons in levels with equal spacing $\varepsilon$, measured from the lowest, $q=e^{-\beta\varepsilon}$ makes this the canonical partition function at inverse temperature $\beta$.

## What the Lean theorems say

`bosonStates a b` is the finite set of multisets of size `a` with entries in $\{0,\dots,b\}$. For a state `s`, `s.1` is the underlying multiset and `s.1.sum` its level sum. `totalM b s` is defined as the sum of the individual values $k-b/2$, as a rational number; its relation to the level sum is a theorem, `totalM_eq`.

There are three final statements, for all naturals `a` and `b`, zero included:

- `hermite_reciprocity`: equal numbers of states at each level sum `n`.
- `reciprocity_totalM`: equal numbers of states at each rational `M`. If no state has that `M`, both counts are zero.
- `partition_function_reciprocity`: equal sums of `q ^ s.1.sum`, for `q` in any commutative semiring.

Hermite reciprocity is often stated as an isomorphism of SU(2) representations, whereas these theorems count basis labels and contain no Hilbert space or angular momentum operators. Your terms come from the usual subtraction, a further step by hand: the multiplicity of $L$ is the number of states at $M=L$ minus the number at $M=L+1$, so equal counts give equal terms.

"Boson" here means only that states are symmetric under permutation. Real bosons, elementary or composite, have integer spin. For odd $b$, the half-integer $b/2$ can be a pseudospin that labels $b+1$ states available to each boson, such as the two polarisations of a photon for $b=1$. The same goes for odd $a$ in the exchanged system. The bosons have no degree of freedom besides the spin projection.

For bosons confined to one such multiplet, the result gives a check on the dimensions of the $M$ blocks in a diagonalisation code: they must match those of the exchanged system.

```lean
import Mathlib

open Finset

namespace HermiteReciprocity

/-- The basis states of `a` bosons of spin `b/2`: multisets of `a` levels taken from
`0, ..., b`. -/
def bosonStates (a b : ℕ) : Finset (Sym ℕ a) := (Finset.range (b + 1)).sym a

/-- The total magnetic quantum number of a state of bosons of spin `b/2`, where a boson in
level `k` contributes `m = k - b/2`. -/
def totalM {a : ℕ} (b : ℕ) (s : Sym ℕ a) : ℚ :=
  (s.1.map (fun k : ℕ => (k : ℚ) - b / 2)).sum

/-- The number of bosons that sit above level `j`. -/
def above (s : Multiset ℕ) (j : ℕ) : ℕ := s.countP (fun k => j < k)

/-- The exchange of particles and levels: the new levels are the numbers of bosons above
the old levels `0, ..., b - 1`. -/
def exchange {a : ℕ} (b : ℕ) (s : Sym ℕ a) : Sym ℕ b :=
  ⟨(Multiset.range b).map (above s.1), by simp⟩

theorem mem_bosonStates {a b : ℕ} {s : Sym ℕ a} :
    s ∈ bosonStates a b ↔ ∀ k ∈ s.1, k ≤ b := by
  rw [bosonStates, Finset.mem_sym_iff]
  exact ⟨fun h k hk => Nat.lt_succ_iff.1 (Finset.mem_range.1 (h k hk)),
    fun h k hk => Finset.mem_range.2 (Nat.lt_succ_iff.2 (h k hk))⟩

/-- The bosons above level `j` are those in level `j + 1` and those above it. -/
theorem above_succ (s : Multiset ℕ) (j : ℕ) :
    above s j = s.count (j + 1) + above s (j + 1) := by
  unfold above
  induction s using Multiset.induction_on with
  | empty => simp
  | cons x s ih =>
    simp only [Multiset.countP_cons, Multiset.count_cons]
    split_ifs <;> omega

/-- All bosons are either in level `0` or above it. -/
theorem card_eq_above (s : Multiset ℕ) : s.card = s.count 0 + above s 0 := by
  unfold above
  induction s using Multiset.induction_on with
  | empty => simp
  | cons x s ih =>
    simp only [Multiset.countP_cons, Multiset.count_cons, Multiset.card_cons]
    split_ifs <;> omega

/-- A non-increasing sequence of `b` numbers is determined by the multiset of its values. -/
theorem eq_of_map_eq {f g : ℕ → ℕ} (hf : Antitone f) (hg : Antitone g) {b j : ℕ}
    (h : (Multiset.range b).map f = (Multiset.range b).map g) (hj : j < b) :
    f j = g j := by
  -- the values exceeding `i` occupy an initial segment of the positions
  have key : ∀ u : ℕ → ℕ, Antitone u → ∀ i,
      (j < ((Finset.range b).filter (fun k => i < u k)).card ↔ i < u j) := by
    intro u hu i
    constructor
    · intro hlt
      by_contra hn
      have hsub : (Finset.range b).filter (fun k => i < u k) ⊆ Finset.range j := by
        intro k hk
        simp only [Finset.mem_filter, Finset.mem_range] at hk ⊢
        by_contra hkj
        have := hu (not_lt.mp hkj)
        omega
      have := Finset.card_le_card hsub
      rw [Finset.card_range] at this
      omega
    · intro hi
      have hsub : Finset.range (j + 1) ⊆ (Finset.range b).filter (fun k => i < u k) := by
        intro k hk
        simp only [Finset.mem_filter, Finset.mem_range] at hk ⊢
        have := hu (show k ≤ j by omega)
        omega
      have := Finset.card_le_card hsub
      rw [Finset.card_range] at this
      omega
  have same : ∀ i, i < f j ↔ i < g j := by
    intro i
    have hc := congrArg (Multiset.countP (fun v => i < v)) h
    rw [Multiset.countP_map, Multiset.countP_map] at hc
    have hc' : ((Finset.range b).filter (fun k => i < f k)).card
        = ((Finset.range b).filter (fun k => i < g k)).card := hc
    rw [← key f hf i, ← key g hg i, hc']
  have h1 := same (f j)
  have h2 := same (g j)
  omega

/-- The exchange turns `a` bosons of any spin into `b` bosons of spin `a/2`. -/
theorem exchange_mem {a : ℕ} (b : ℕ) (s : Sym ℕ a) : exchange b s ∈ bosonStates b a := by
  rw [mem_bosonStates]
  intro k hk
  change k ∈ (Multiset.range b).map (above s.1) at hk
  obtain ⟨j, _, rfl⟩ := Multiset.mem_map.1 hk
  exact (Multiset.countP_le_card _ _).trans_eq s.2

/-- The exchange preserves the sum of the levels of a state of bosons of spin `b/2`. -/
theorem exchange_sum {a b : ℕ} {s : Sym ℕ a} (hs : s ∈ bosonStates a b) :
    (exchange b s).1.sum = s.1.sum := by
  have main : ∀ m : Multiset ℕ, (∀ k ∈ m, k ≤ b) →
      ∑ j ∈ Finset.range b, m.countP (fun k => j < k) = m.sum := by
    intro m
    induction m using Multiset.induction_on with
    | empty => simp
    | cons x m ih =>
      intro hm
      have hx : x ≤ b := hm x (Multiset.mem_cons_self x m)
      have ih' := ih (fun k hk => hm k (Multiset.mem_cons_of_mem hk))
      -- a boson in level `x` is above exactly `x` levels
      have hc : ∑ j ∈ Finset.range b, (if j < x then 1 else 0 : ℕ) = x := by
        rw [← Finset.card_filter]
        have : (Finset.range b).filter (fun j => j < x) = Finset.range x := by
          ext j
          simp only [Finset.mem_filter, Finset.mem_range]
          omega
        rw [this, Finset.card_range]
      simp only [Multiset.countP_cons, Finset.sum_add_distrib, Multiset.sum_cons]
      rw [ih', hc, add_comm]
  exact main s.1 (mem_bosonStates.1 hs)

/-- Different states of `a` bosons of spin `b/2` have different exchanged states. -/
theorem exchange_inj {a b : ℕ} {s t : Sym ℕ a} (hs : s ∈ bosonStates a b)
    (ht : t ∈ bosonStates a b) (h : exchange b s = exchange b t) : s = t := by
  have anti : ∀ m : Multiset ℕ, Antitone (above m) := fun m =>
    antitone_nat_of_succ_le (fun j => by have := above_succ m j; omega)
  have zero : ∀ u ∈ bosonStates a b, ∀ j, b ≤ j → above u.1 j = 0 := fun u hu j hj =>
    Multiset.countP_eq_zero.2 (fun k hk => not_lt.2 ((mem_bosonStates.1 hu k hk).trans hj))
  have tail : ∀ j, above s.1 j = above t.1 j := by
    intro j
    rcases lt_or_ge j b with hj | hj
    · exact eq_of_map_eq (anti s.1) (anti t.1) (congrArg Subtype.val h) hj
    · rw [zero s hs j hj, zero t ht j hj]
  -- occupation numbers are differences of the numbers of bosons above a level
  apply Subtype.ext
  apply Multiset.ext.2
  intro x
  have hcs : s.1.card = a := s.2
  have hct : t.1.card = a := t.2
  rcases x with _ | j
  · have h1 := card_eq_above s.1
    have h2 := card_eq_above t.1
    have h3 := tail 0
    omega
  · have h1 := above_succ s.1 j
    have h2 := above_succ t.1 j
    have h3 := tail j
    have h4 := tail (j + 1)
    omega

theorem card_le (P : ℕ → Prop) [DecidablePred P] (a b : ℕ) :
    ((bosonStates a b).filter (fun s => P s.1.sum)).card
      ≤ ((bosonStates b a).filter (fun s => P s.1.sum)).card := by
  have maps : ∀ s ∈ (bosonStates a b).filter (fun s => P s.1.sum),
      exchange b s ∈ (bosonStates b a).filter (fun s => P s.1.sum) := by
    intro s hs
    obtain ⟨h1, h2⟩ := Finset.mem_filter.1 hs
    refine Finset.mem_filter.2 ⟨exchange_mem b s, ?_⟩
    rw [exchange_sum h1]
    exact h2
  exact Finset.card_le_card_of_injOn (exchange b) (fun s hs => maps s hs)
    (fun s hs t ht h => exchange_inj (Finset.mem_filter.1 (Finset.mem_coe.1 hs)).1
      (Finset.mem_filter.1 (Finset.mem_coe.1 ht)).1 h)

/-- Hermite reciprocity: the multisets of size `a` from `0, ..., b` with sum `n` are as many
as the multisets of size `b` from `0, ..., a` with sum `n`. -/
theorem hermite_reciprocity (a b n : ℕ) :
    ((bosonStates a b).filter (fun s => s.1.sum = n)).card
      = ((bosonStates b a).filter (fun s => s.1.sum = n)).card :=
  le_antisymm (card_le (fun k => k = n) a b) (card_le (fun k => k = n) b a)

/-- The total magnetic quantum number of `a` bosons of spin `b/2` is the sum of their levels
minus `ab/2`. -/
theorem totalM_eq {a : ℕ} (b : ℕ) (s : Sym ℕ a) :
    totalM b s = (s.1.sum : ℚ) - a * b / 2 := by
  have main : ∀ m : Multiset ℕ, (m.map (fun k : ℕ => (k : ℚ) - b / 2)).sum
      = (m.sum : ℚ) - m.card * b / 2 := by
    intro m
    induction m using Multiset.induction_on with
    | empty => simp
    | cons x m ih =>
      simp only [Multiset.map_cons, Multiset.sum_cons, Multiset.card_cons, ih]
      push_cast
      ring
  have hc : s.1.card = a := s.2
  rw [totalM, main, hc]

/-- For every `M`, `a` bosons of spin `b/2` have as many basis states with total magnetic
quantum number `M` as `b` bosons of spin `a/2`. -/
theorem reciprocity_totalM (a b : ℕ) (M : ℚ) :
    ((bosonStates a b).filter (fun s => totalM b s = M)).card
      = ((bosonStates b a).filter (fun s => totalM a s = M)).card := by
  have e1 : (bosonStates a b).filter (fun s => totalM b s = M)
      = (bosonStates a b).filter (fun s => (s.1.sum : ℚ) - a * b / 2 = M) :=
    Finset.filter_congr (fun s _ => by rw [totalM_eq])
  have e2 : (bosonStates b a).filter (fun s => totalM a s = M)
      = (bosonStates b a).filter (fun s => (s.1.sum : ℚ) - a * b / 2 = M) :=
    Finset.filter_congr (fun s _ => by rw [totalM_eq, mul_comm (b : ℚ) (a : ℚ)])
  rw [e1, e2]
  exact le_antisymm (card_le (fun k => (k : ℚ) - a * b / 2 = M) a b)
    (card_le (fun k => (k : ℚ) - a * b / 2 = M) b a)

/-- The partition function of `a` bosons in `b + 1` equally spaced levels, with weight `q`
per level step, equals that of `b` bosons in `a + 1` such levels. -/
theorem partition_function_reciprocity {R : Type*} [CommSemiring R] (a b : ℕ) (q : R) :
    ∑ s ∈ bosonStates a b, q ^ s.1.sum = ∑ s ∈ bosonStates b a, q ^ s.1.sum := by
  have inj : Set.InjOn (exchange (a := a) b) (bosonStates a b) :=
    fun s hs t ht h => exchange_inj (Finset.mem_coe.1 hs) (Finset.mem_coe.1 ht) h
  have hcard : (bosonStates b a).card ≤ (bosonStates a b).card := by
    simpa using card_le (fun _ => True) b a
  -- an injection between finite sets of equal size is onto
  have surj : Set.SurjOn (exchange (a := a) b) (bosonStates a b) (bosonStates b a) :=
    Finset.surjOn_of_injOn_of_card_le _ (fun s _ => exchange_mem b s) inj hcard
  exact Finset.sum_nbij (exchange b) (fun s _ => exchange_mem b s) inj surj
    (fun s hs => by rw [exchange_sum hs])

end HermiteReciprocity
```

```lean
#print axioms HermiteReciprocity.hermite_reciprocity
-- 'HermiteReciprocity.hermite_reciprocity' depends on axioms: [propext, Classical.choice, Quot.sound]
#print axioms HermiteReciprocity.reciprocity_totalM
-- 'HermiteReciprocity.reciprocity_totalM' depends on axioms: [propext, Classical.choice, Quot.sound]
#print axioms HermiteReciprocity.partition_function_reciprocity
-- 'HermiteReciprocity.partition_function_reciprocity' depends on axioms: [propext, Classical.choice, Quot.sound]
```

## From the exchange to the Lean proof

`above` is $A_j$, and `exchange` collects its values at $0,\dots,b-1$. `exchange_mem` shows that none of them exceeds $a$. `exchange_sum` proves the sum rule by adding one boson at a time: a new boson in level `x` contributes `x` to the sum of the $A_j$.

The two formulas for occupation numbers are `card_eq_above` and `above_succ`, also proved by induction on the bosons.

The sorting step is `eq_of_map_eq`: two non-increasing sequences with the same multiset of first `b` values agree at each position `j < b`. Instead of sorting, it counts. For a non-increasing `u`, the positions with `i < u k` form an initial segment, so `i < u j` holds exactly when `j` is less than the number of such positions. That number depends only on the multiset of values. Hence `i < f j` and `i < g j` are equivalent for every `i`, and choosing `i` as `f j` and then as `g j` forces equality.

`exchange_inj` combines these. Its step `tail` shows that the two states have the same $A_j$ for all $j$, using `eq_of_map_eq` below `b` and zero from `b` on; `omega` then solves for the occupations.

`card_le` turns the injection into an inequality for any condition `P` on the level sum. Applied in both directions, it gives the result at fixed `n` and, after `totalM_eq`, at fixed `M`. For the partition function, `card_le` with the condition `True` compares the full sets, which makes the exchange surjective, and `Finset.sum_nbij` matches the two sums term by term.
